# In an incoherent cascade through initially empty levels, swapping two neighbouring crossings of positive exponent raises the population of the level now met earlier

A carrier with initial population 1 meets finitely many initially empty levels, one after another. The model follows populations only, without phases: at a crossing with exponent g ≥ 0, a fraction exp(−g) of each of the two populations stays where it is and the rest is exchanged. The theorem `exchange_strict` says that if two neighbouring crossings both have positive exponents, swapping their order strictly raises the final population of the level now met earlier and strictly lowers that of the other. The proof takes from `exchange_transfer` the exact amount moved, (1 − exp(−g k))(1 − exp(−g (k+1))) times the carrier's population before both crossings, and shows that each of the three factors is positive.

As first written in Lean, the proof fails:

```lean
import Mathlib

open Finset

namespace ExchangeStrict

noncomputable section

/-- One crossing with exponent `g` between the carrier (population `x.1`) and level `k` (population
`x.2 k`): for `g ≥ 0`, a fraction `exp (-g)` of each stays, the rest is exchanged. -/
def cross (g : ℝ) (k : ℕ) (x : ℝ × (ℕ → ℝ)) : ℝ × (ℕ → ℝ) :=
  (Real.exp (-g) * x.1 + (1 - Real.exp (-g)) * x.2 k,
    Function.update x.2 k ((1 - Real.exp (-g)) * x.1 + Real.exp (-g) * x.2 k))

/-- The populations after the carrier, initially full, has met the initially empty levels
`0, …, n - 1` in this order. -/
def cascade (g : ℕ → ℝ) : ℕ → ℝ × (ℕ → ℝ)
  | 0 => (1, fun _ => 0)
  | n + 1 => cross (g n) n (cascade g n)

/-- The population left on the carrier after `n` crossings. -/
def survival (g : ℕ → ℝ) (n : ℕ) : ℝ := (cascade g n).1

/-- The population of level `j` after `n` crossings. -/
def population (g : ℕ → ℝ) (n j : ℕ) : ℝ := (cascade g n).2 j

/-- The exponents of the cascade in which the crossings at positions `k` and `k + 1` have
exchanged their order. -/
def exchange (g : ℕ → ℝ) (k i : ℕ) : ℝ := g (Equiv.swap k (k + 1) i)

/-- Iterating the crossing rule gives the exponential survival of the carrier and the
population of every level; levels not yet met are empty. -/
theorem cascade_closed_form (g : ℕ → ℝ) (n : ℕ) :
    survival g n = Real.exp (-∑ i ∈ range n, g i) ∧
    ∀ j, population g n j =
      if j < n then (1 - Real.exp (-g j)) * Real.exp (-∑ i ∈ range j, g i) else 0 := by
  induction n with
  | zero => simp [survival, population, cascade]
  | succ n ih =>
    obtain ⟨hs, hp⟩ := ih
    -- level `n` is still empty when the carrier meets it
    have hn : population g n n = 0 := by rw [hp]; simp
    constructor
    · have step : survival g (n + 1) = Real.exp (-g n) * survival g n
          + (1 - Real.exp (-g n)) * population g n n := rfl
      rw [step, hn, hs, sum_range_succ, neg_add, Real.exp_add]
      ring
    · intro j
      have step : population g (n + 1) j = Function.update (population g n) n
          ((1 - Real.exp (-g n)) * survival g n
            + Real.exp (-g n) * population g n n) j := rfl
      rw [step, hn, hs]
      by_cases h : j = n
      · subst h
        simp
      · rw [Function.update_of_ne h, hp]
        have hj : j < n + 1 ↔ j < n := by omega
        simp only [hj]

/-- Exchanging two neighbouring crossings leaves the summed exponent unchanged up to any
position before both or after both. -/
theorem sum_exchange (g : ℕ → ℝ) (k m : ℕ) (h : m ≤ k ∨ k + 2 ≤ m) :
    ∑ i ∈ range m, exchange g k i = ∑ i ∈ range m, g i := by
  have before : ∀ l ≤ k, ∑ i ∈ range l, exchange g k i = ∑ i ∈ range l, g i := by
    intro l hl
    refine sum_congr rfl fun i hi => ?_
    have hi' := mem_range.mp hi
    unfold exchange
    rw [Equiv.swap_apply_of_ne_of_ne (by omega) (by omega)]
  rcases h with h | h
  · exact before m h
  · induction m, h using Nat.le_induction with
    | base =>
      have h0 : exchange g k k = g (k + 1) := by simp [exchange]
      have h1 : exchange g k (k + 1) = g k := by simp [exchange]
      rw [show k + 2 = (k + 1) + 1 from rfl]
      simp only [sum_range_succ, before k le_rfl, h0, h1]
      ring
    | succ m hm ih =>
      have h2 : exchange g k m = g m := by
        unfold exchange
        rw [Equiv.swap_apply_of_ne_of_ne (by omega) (by omega)]
      rw [sum_range_succ, sum_range_succ, ih, h2]

/-- Exchanging the crossings `k` and `k + 1` moves the population
`(1 - exp (-g k)) (1 - exp (-g (k + 1)))` times the survival before both
from the level now met later to the level now met earlier. -/
theorem exchange_transfer (g : ℕ → ℝ) {n k : ℕ} (h : k + 1 < n) :
    population (exchange g k) n k = population g n (k + 1)
      + (1 - Real.exp (-g k)) * (1 - Real.exp (-g (k + 1))) * survival g k ∧
    population (exchange g k) n (k + 1) = population g n k
      - (1 - Real.exp (-g k)) * (1 - Real.exp (-g (k + 1))) * survival g k := by
  have hk : k < n := by omega
  have h0 : exchange g k k = g (k + 1) := by simp [exchange]
  have h1 : exchange g k (k + 1) = g k := by simp [exchange]
  simp only [(cascade_closed_form _ _).1, (cascade_closed_form _ _).2, if_pos h, if_pos hk,
    sum_range_succ, sum_exchange g k k (Or.inl le_rfl), h0, h1, neg_add, Real.exp_add]
  constructor <;> ring

/-- If two neighbouring crossings have positive exponents, exchanging their order strictly
raises the population of the level now met earlier and strictly lowers that of the other. -/
theorem exchange_strict (g : ℕ → ℝ) {n k : ℕ} (h : k + 1 < n)
    (ha : 0 < g k) (hb : 0 < g (k + 1)) :
    population g n (k + 1) < population (exchange g k) n k ∧
    population (exchange g k) n (k + 1) < population g n k := by
  have hs : 0 < survival g k := by
    rw [(cascade_closed_form g k).1]
    exact Real.exp_pos _
  have ea : Real.exp (-g k) < 1 := Real.exp_lt_one (by linarith)
  have eb : Real.exp (-g (k + 1)) < 1 := Real.exp_lt_one (by linarith)
  have hD := mul_pos (mul_pos (sub_pos.mpr ea) (sub_pos.mpr eb)) hs
  obtain ⟨h1, h2⟩ := exchange_transfer g h
  constructor <;> linarith

end

end ExchangeStrict
```

Lean reports:

```
Main.lean:109:35: error(lean.unknownIdentifier): Unknown constant `Real.exp_lt_one`
Main.lean:110:41: error(lean.unknownIdentifier): Unknown constant `Real.exp_lt_one`
```

The repair, with which the file compiles:

```diff
@@ -107,6 +107,6 @@
     rw [(cascade_closed_form g k).1]
     exact Real.exp_pos _
-  have ea : Real.exp (-g k) < 1 := Real.exp_lt_one (by linarith)
-  have eb : Real.exp (-g (k + 1)) < 1 := Real.exp_lt_one (by linarith)
+  have ea : Real.exp (-g k) < 1 := Real.exp_lt_one_iff.mpr (by linarith)
+  have eb : Real.exp (-g (k + 1)) < 1 := Real.exp_lt_one_iff.mpr (by linarith)
   have hD := mul_pos (mul_pos (sub_pos.mpr ea) (sub_pos.mpr eb)) hs
   obtain ⟨h1, h2⟩ := exchange_transfer g h
```

Diagnosis. Both messages say the same thing: Lean knows no constant called `Real.exp_lt_one`. The name was used twice, to show that `Real.exp (-g k)` and `Real.exp (-g (k + 1))` are less than 1. Both inequalities are true, since the exponents `g k` and `g (k + 1)` are positive by hypothesis; only the lemma cited for them was missing.

The repair uses `Real.exp_lt_one_iff`, which states an equivalence: the exponential of a real number is less than 1 exactly when that number is negative. Because it is an equivalence and not an implication, it can't simply be applied to a proof that the number is negative. Its direction from right to left has to be picked out first, and `.mpr` does that. What remains to be shown is that `-g k` and `-g (k + 1)` are negative, and the existing calls to `linarith` get this from `ha` and `hb`. The same change is made on both lines, and the rest of the proof stays as it was.
